# Exact second, third and fourth local moments of a random alloy on a finite lattice

Let $H = T + D$ act on a finite set of sites, with a fixed hopping matrix $T$ and $D = \mathrm{diag}(e_i)$. The site energies $e_i$ are independent and identically distributed on finitely many real values, with moments $m_k = \langle e_i^k\rangle$, where $\langle\cdot\rangle$ is the configurational average, and with $m_1 = 0$. At a site $o$ with $T_{oo} = 0$,

$$\langle (H^2)_{oo}\rangle = (T^2)_{oo} + m_2,\qquad \langle (H^3)_{oo}\rangle = (T^3)_{oo} + m_3,$$

$$\langle (H^4)_{oo}\rangle = (T^4)_{oo} + 4m_2\,(T^2)_{oo} + m_4 .$$

The virtual crystal, in which every $e_i$ is replaced by its mean, is here $T$ itself. It has the right first moment and misses $m_2 \ge 0$ in the second. For Hermitian $T$ the numbers $(H^k)_{oo}$ are the moments of the local density of states at $o$, so the formulas are exact values against which a numerical configurational average can be checked, within a finite, non-interacting one-orbital model with uncorrelated diagonal disorder.

## Derivation by hand

Independence means that the average of a product over different sites factorises: $\langle\prod_i e_i^{k_i}\rangle = \prod_i m_{k_i}$ for any exponents $k_i \ge 0$, with $m_0 = 1$. Hence $\langle e_i^k\rangle = m_k$, and for $m_1 = 0$ also $\langle e_i\rangle = 0$ and $\langle e_i e_j\rangle = \delta_{ij} m_2$.

Expand $(T+D)^k$ into words in $T$ and $D$ and take the $oo$ element. A factor $D$ at either end of a word gives $e_o$. A factor $D$ between matrices $A$ and $B$ gives $(ADB)_{oo} = \sum_j A_{oj}B_{jo}\,e_j$. Keep $T_{oo}$ arbitrary for now. At second order,

$$(H^2)_{oo} = (T^2)_{oo} + 2T_{oo}\,e_o + e_o^2 .$$

At third order, $DT^2$ and $T^2D$ give $2(T^2)_{oo}e_o$, the word $TDT$ gives a sum over sites, and each of $D^2T$, $DTD$, $TD^2$ gives $T_{oo}e_o^2$:

$$(H^3)_{oo} = (T^3)_{oo} + 2(T^2)_{oo}\,e_o + \sum_j T_{oj}T_{jo}\,e_j + 3T_{oo}\,e_o^2 + e_o^3 .$$

At fourth order the four words with one $D$ give

$$2(T^3)_{oo}\,e_o + \sum_j\big[(T^2)_{oj}T_{jo} + T_{oj}(T^2)_{jo}\big]e_j .$$

Of the six words with two $D$, the three words $D^2T^2$, $DT^2D$, $T^2D^2$ give $3(T^2)_{oo}e_o^2$, the word $TD^2T$ gives $\sum_j T_{oj}T_{jo}e_j^2$, and $TDTD$ with $DTDT$ give $2\sum_j T_{oj}T_{jo}\,e_je_o$. The four words with three $D$ give $4T_{oo}e_o^3$, and $D^4$ gives $e_o^4$.

Now average. All terms linear in the energies vanish. In the fourth moment $TD^2T$ contributes $m_2\sum_j T_{oj}T_{jo} = m_2(T^2)_{oo}$, which raises the coefficient 3 to 4, and in the cross term only $j = o$ survives, leaving $2m_2T_{oo}^2$. Thus

$$\langle (H^2)_{oo}\rangle = (T^2)_{oo} + m_2,\qquad \langle (H^3)_{oo}\rangle = (T^3)_{oo} + 3m_2T_{oo} + m_3,$$

$$\langle (H^4)_{oo}\rangle = (T^4)_{oo} + 4m_2(T^2)_{oo} + 2m_2T_{oo}^2 + 4m_3T_{oo} + m_4 .$$

Setting $T_{oo} = 0$ gives the result. Hermiticity was not used. If $T$ is Hermitian, $T_{jo} = \overline{T_{oj}}$ and $(T^2)_{oo} = \sum_j|T_{oj}|^2$, so the fourth moment exceeds that of the virtual crystal by $4m_2\sum_j|T_{oj}|^2 + m_4$.

## Formal development

```lean
import Mathlib

open Matrix Finset

namespace AlloyMoments

noncomputable section
```

The distribution of one site energy is given by a finite type `S` of species, a real energy $v(s)$, `value`, and a probability $p(s)$, `prob`, which is non-negative and sums to 1.

```lean
/-- Distribution of one site energy: finitely many species with real energies and probabilities. -/
structure SiteDisorder (S : Type*) [Fintype S] where
  value : S → ℝ
  prob : S → ℝ
  prob_nonneg : ∀ s, 0 ≤ prob s
  prob_sum : ∑ s, prob s = 1
```

The sites form a finite type `n`, with no geometry or translation symmetry. The moments are $m_k = \sum_s p(s)\,v(s)^k$, so `moment μ 1 = 0` fixes the zero of energy at the mean site energy.

```lean
variable {n S : Type*} [Fintype n] [DecidableEq n] [Fintype S] (μ : SiteDisorder S)

/-- The `k`-th moment `m_k` of the single-site energy distribution. -/
def moment (k : ℕ) : ℝ := ∑ s, μ.prob s * μ.value s ^ k
```

A configuration `c : n → S` assigns a species to every site, and $e_i = v(c(i))$ is taken as a complex number so that it can enter complex matrices.

```lean
/-- The energy of site `i` in the configuration `c`. -/
def energy (c : n → S) (i : n) : ℂ := (μ.value (c i) : ℂ)
```

The average is the sum over all configurations with weight $\prod_i p(c(i))$. This product is the assumption of independent, identically distributed sites; it is built into the definition and not derived. Short-range order and a fixed total number of atoms of each species are excluded by it.

```lean
/-- Configurational average for independent, identically distributed sites. -/
def avg (F : (n → S) → ℂ) : ℂ := ∑ c, (∏ i, (μ.prob (c i) : ℂ)) * F c
```

The matrix `T` does not depend on the configuration, so hopping disorder is not covered, and the site basis is treated as orthonormal. The virtual crystal is $T + m_1\mathbf 1$, with $\mathbf 1$ the unit matrix.

```lean
/-- The Hamiltonian `H = T + diag(e)` of the configuration `c`. -/
def ham (T : Matrix n n ℂ) (c : n → S) : Matrix n n ℂ := T + diagonal (energy μ c)

/-- The virtual-crystal Hamiltonian: every site energy is replaced by its mean. -/
def vca (T : Matrix n n ℂ) : Matrix n n ℂ := T + (moment μ 1 : ℂ) • (1 : Matrix n n ℂ)
```

The factorisation is the distributive law $\prod_i\sum_s f_i(s) = \sum_c\prod_i f_i(c(i))$ with $f_i(s) = p(s)v(s)^{k_i}$. `Finset.prod_univ_sum` supplies it, and `Finset.prod_mul_distrib` separates the weight from the monomial.

```lean
/-- The average of a monomial in the site energies is the product of single-site moments. -/
theorem avg_monomial (k : n → ℕ) :
    avg μ (fun c : n → S => ∏ i, energy μ c i ^ k i) = ∏ i, (moment μ (k i) : ℂ) := by
  simp only [avg, energy, moment]
  push_cast
  rw [Finset.prod_univ_sum]
  simp only [Fintype.piFinset_univ, Finset.prod_mul_distrib]
```

For a single power the exponent is $k$ at site $i$ and 0 elsewhere. All other factors equal 1 on both sides, on the right because $m_0 = \sum_s p(s) = 1$ (`h0`).

```lean
/-- The average of `e_i ^ k` is `m_k` on every site. -/
theorem avg_pow (i : n) (k : ℕ) :
    avg μ (fun c : n → S => energy μ c i ^ k) = (moment μ k : ℂ) := by
  have h0 : moment μ 0 = 1 := by simp [moment, μ.prob_sum]
  have h := avg_monomial μ (fun j : n => if j = i then k else 0)
  have h1 : ∀ c : n → S,
      ∏ j, energy μ c j ^ (if j = i then k else 0) = energy μ c i ^ k := by
    intro c
    rw [Finset.prod_eq_single i]
    · simp
    · intro j _ hj; simp [hj]
    · simp
  have h2 : ∏ j, (moment μ (if j = i then k else 0) : ℂ) = (moment μ k : ℂ) := by
    rw [Finset.prod_eq_single i]
    · simp
    · intro j _ hj; simp [hj, h0]
    · simp
  simp only [h1, h2] at h
  exact h
```

For the pair average the case $i = j$ is `avg_pow` with $k = 2$. For $i \ne j$ the exponent is 1 at both sites, and the product of moments contains $m_1 = 0$.

```lean
/-- For zero mean energy, `⟨e_i e_j⟩ = δ_ij m_2`. -/
theorem avg_pair (hm : moment μ 1 = 0) (i j : n) :
    avg μ (fun c : n → S => energy μ c i * energy μ c j)
      = if i = j then (moment μ 2 : ℂ) else 0 := by
  by_cases hij : i = j
  · subst hij
    rw [if_pos rfl]
    simpa only [pow_two] using avg_pow μ i 2
  · rw [if_neg hij]
    have h := avg_monomial μ
      (fun l : n => (if l = i then 1 else 0) + (if l = j then 1 else 0))
    have h1 : ∀ c : n → S,
        ∏ l, energy μ c l ^ ((if l = i then 1 else 0) + (if l = j then 1 else 0))
          = energy μ c i * energy μ c j := by
      intro c
      simp only [pow_add, Finset.prod_mul_distrib]
      simp only [pow_ite, pow_one, pow_zero, Finset.prod_ite_eq', Finset.mem_univ, if_true]
    -- the factor belonging to site i is the vanishing mean
    have h2 : ∏ l, (moment μ ((if l = i then 1 else 0) + (if l = j then 1 else 0)) : ℂ) = 0 :=
      Finset.prod_eq_zero (Finset.mem_univ i) (by simp [hij, hm])
    simp only [h1, h2] at h
    exact h
```

The averaging step is done once for the polynomial form that covers all three expansions,

$$F = a + b_0e_o + \sum_j b_je_j + q_0e_o^2 + \sum_j q_je_j^2 + \sum_j r_j\,e_je_o + u\,e_o^3 + w\,e_o^4,$$

with complex coefficients. Its average is $a + (q_0 + \sum_j q_j)m_2 + r_om_2 + u\,m_3 + w\,m_4$. Linearity of `avg` is `hadd`, `hmul`, `hsum`; `h1` removes the linear terms, and `avg_pair` picks $j = o$ from the cross term.

```lean
/-- Average, for zero mean energy, of a polynomial in the site energies with linear and
square terms, cross terms with the site `o`, and cubic and quartic terms at `o`. -/
theorem avg_poly (hm : moment μ 1 = 0) (o : n) (a b₀ q₀ u w : ℂ) (b q r : n → ℂ)
    (F : (n → S) → ℂ)
    (hF : ∀ c, F c = a + b₀ * energy μ c o + ∑ j, b j * energy μ c j
      + q₀ * energy μ c o ^ 2 + ∑ j, q j * energy μ c j ^ 2
      + ∑ j, r j * (energy μ c j * energy μ c o)
      + u * energy μ c o ^ 3 + w * energy μ c o ^ 4) :
    avg μ F = a + (q₀ + ∑ j, q j) * moment μ 2 + r o * moment μ 2
      + u * moment μ 3 + w * moment μ 4 := by
  have hadd : ∀ F G : (n → S) → ℂ, avg μ (fun c => F c + G c) = avg μ F + avg μ G := by
    intro F G; simp only [avg, mul_add, Finset.sum_add_distrib]
  have hmul : ∀ (x : ℂ) (F : (n → S) → ℂ), avg μ (fun c => x * F c) = x * avg μ F := by
    intro x F; simp only [avg, Finset.mul_sum]
    exact Finset.sum_congr rfl fun c _ => by ring
  have hsum : ∀ F : n → (n → S) → ℂ, avg μ (fun c => ∑ j, F j c) = ∑ j, avg μ (F j) := by
    intro F; simp only [avg, Finset.mul_sum]; exact Finset.sum_comm
  have hone : avg μ (fun _ : n → S => (1 : ℂ)) = 1 := by
    simpa [moment, μ.prob_sum] using avg_pow μ o 0
  have hconst : avg μ (fun _ : n → S => a) = a := by
    simpa [hone] using hmul a (fun _ => 1)
  have h1 : ∀ j, avg μ (fun c : n → S => energy μ c j) = 0 := by
    intro j; simpa [hm] using avg_pow μ j 1
  rw [funext hF]
  simp only [hadd, hsum, hmul, hconst, h1, avg_pow, avg_pair μ hm]
  simp only [mul_zero, Finset.sum_const_zero, mul_ite, Finset.sum_ite_eq', Finset.mem_univ,
    if_true, ← Finset.sum_mul]
  ring
```

The rule for a diagonal matrix between two others is the one used by hand.

```lean
/-- A diagonal potential between two matrices: `(A D B)_oo = ∑_j A_oj B_jo d_j`. -/
theorem sandwich (A B : Matrix n n ℂ) (d : n → ℂ) (o : n) :
    (A * diagonal d * B) o o = ∑ j, A o j * B j o * d j := by
  rw [Matrix.mul_apply]
  simp only [Matrix.mul_diagonal]
  exact Finset.sum_congr rfl fun j _ => by ring
```

`moments_general` states the three formulas with $T_{oo}$ kept, for any complex matrix `T` and any site `o`, under the single hypothesis $m_1 = 0$. The identities `h2`, `h3`, `h4` are the expansions into words. Each order is one call of `avg_poly` with the coefficients found above; at fourth order $q_0 = 3(T^2)_{oo}$, $q_j = T_{oj}T_{jo}$, $r_j = 2T_{oj}T_{jo}$, $u = 4T_{oo}$, $w = 1$. Two goals remain per order. The first identifies $(H^k)_{oo}$ with the polynomial: `mul_diagonal` and `diagonal_mul` turn an outer $D$ into $e_o$, and `sandwich` treats an inner one. The second collects terms, at fourth order with `hT2`, the identity $\sum_jT_{oj}T_{jo} = (T^2)_{oo}$.

```lean
/-- Averaged local moments of order 2, 3, 4 for zero mean energy and arbitrary `T`. -/
theorem moments_general (hm : moment μ 1 = 0) (T : Matrix n n ℂ) (o : n) :
    avg μ (fun c => (ham μ T c ^ 2) o o) = (T ^ 2) o o + moment μ 2 ∧
    avg μ (fun c => (ham μ T c ^ 3) o o)
      = (T ^ 3) o o + 3 * moment μ 2 * T o o + moment μ 3 ∧
    avg μ (fun c => (ham μ T c ^ 4) o o)
      = (T ^ 4) o o + 4 * moment μ 2 * (T ^ 2) o o + 2 * moment μ 2 * T o o ^ 2
        + 4 * moment μ 3 * T o o + moment μ 4 := by
  -- expansion of the powers into words in T and D
  have h2 : ∀ D : Matrix n n ℂ, (T + D) ^ 2 = T ^ 2 + (D * T + T * D) + D * D := by
    intro D; simp only [pow_succ, pow_zero, one_mul, mul_add, add_mul]; abel
  have h3 : ∀ D : Matrix n n ℂ, (T + D) ^ 3 = T ^ 3 + (D * T ^ 2 + T ^ 2 * D + T * D * T)
      + (D * D * T + D * T * D + T * D * D) + D * D * D := by
    intro D; simp only [pow_succ, pow_zero, one_mul, mul_add, add_mul, mul_assoc]; abel
  have h4 : ∀ D : Matrix n n ℂ, (T + D) ^ 4 = T ^ 4
      + (D * T ^ 3 + T ^ 3 * D + T ^ 2 * D * T + T * D * T ^ 2)
      + (D * D * T ^ 2 + D * T ^ 2 * D + T ^ 2 * D * D + T * (D * D) * T
        + T * D * T * D + D * (T * D * T))
      + (D * D * D * T + D * D * T * D + D * T * D * D + T * D * D * D) + D * D * D * D := by
    intro D; simp only [pow_succ, pow_zero, one_mul, mul_add, add_mul, mul_assoc]; abel
  have hT2 : ∑ j, T o j * T j o = (T ^ 2) o o := by rw [pow_two, Matrix.mul_apply]
  have hr : ∀ (d : n → ℂ) (x : ℂ), ∑ j, 2 * (T o j * T j o) * (d j * x)
      = 2 * x * ∑ j, T o j * T j o * d j := by
    intro d x; rw [Finset.mul_sum]; exact Finset.sum_congr rfl fun j _ => by ring
  refine ⟨(avg_poly μ hm o ((T ^ 2) o o) (2 * T o o) 1 0 0 (fun _ => 0) (fun _ => 0)
      (fun _ => 0) _ fun c => ?_).trans ?_,
    (avg_poly μ hm o ((T ^ 3) o o) (2 * (T ^ 2) o o) (3 * T o o) 1 0
      (fun j => T o j * T j o) (fun _ => 0) (fun _ => 0) _ fun c => ?_).trans ?_,
    (avg_poly μ hm o ((T ^ 4) o o) (2 * (T ^ 3) o o) (3 * (T ^ 2) o o) (4 * T o o) 1
      (fun j => (T ^ 2) o j * T j o + T o j * (T ^ 2) j o) (fun j => T o j * T j o)
      (fun j => 2 * (T o j * T j o)) _ fun c => ?_).trans ?_⟩
  · simp only [ham, h2]
    simp only [Matrix.add_apply, mul_diagonal, diagonal_mul, diagonal_mul_diagonal,
      diagonal_apply_eq, zero_mul, Finset.sum_const_zero]
    ring
  · simp only [Finset.sum_const_zero]; ring
  · simp only [ham, h3]
    simp only [Matrix.add_apply, mul_diagonal, diagonal_mul, diagonal_mul_diagonal,
      diagonal_apply_eq, zero_mul, Finset.sum_const_zero]
    simp only [sandwich]
    ring
  · simp only [Finset.sum_const_zero]; ring
  · simp only [ham, h4]
    simp only [Matrix.add_apply, mul_diagonal, diagonal_mul, diagonal_mul_diagonal,
      diagonal_apply_eq]
    simp only [sandwich, hr, add_mul, Finset.sum_add_distrib, ← pow_two]
    ring
  · simp only [hT2]; ring
```

The main result follows by substituting `h0 : T o o = 0`. Only this diagonal entry has to vanish. For a single site $T = 0$ and the statement reads $\langle e_o^k\rangle = m_k$.

```lean
/-- Exact low moments: for zero mean energy and `T_oo = 0` the averages of `(H^k)_oo` are
`(T²)_oo + m₂`, `(T³)_oo + m₃` and `(T⁴)_oo + 4 m₂ (T²)_oo + m₄`. -/
theorem exact_low_moments (hm : moment μ 1 = 0) (T : Matrix n n ℂ) (o : n) (h0 : T o o = 0) :
    avg μ (fun c => (ham μ T c ^ 2) o o) = (T ^ 2) o o + moment μ 2 ∧
    avg μ (fun c => (ham μ T c ^ 3) o o) = (T ^ 3) o o + moment μ 3 ∧
    avg μ (fun c => (ham μ T c ^ 4) o o)
      = (T ^ 4) o o + 4 * moment μ 2 * (T ^ 2) o o + moment μ 4 := by
  obtain ⟨h2, h3, h4⟩ := moments_general μ hm T o
  refine ⟨h2, ?_, ?_⟩
  · rw [h3, h0]; ring
  · rw [h4, h0]; ring
```

`excess_over_vca` adds `hT : T.IsHermitian` and states five things: the first moments agree; the second differ by $m_2$; the fourth differ by the real number $4m_2\sum_j|T_{oj}|^2 + m_4$; $m_2 \ge 0$; and $m_2 > 0$ exactly when some species has $p(s) > 0$ and $v(s) \ne 0$. The proof replaces the virtual crystal by $T$ (`hv`) and uses Hermiticity only in `hT2`. The sign statements hold because $m_2$ is a sum of non-negative terms $p(s)v(s)^2$ (`hnn`), which vanishes exactly when every term does. The comparison is with the virtual crystal alone, and moments beyond the fourth are not treated.

```lean
/-- For Hermitian `T` with `T_oo = 0` and zero mean energy, the first moment equals the
virtual-crystal one, the second and fourth differ from it by `m₂` and `4 m₂ ∑|T_oj|² + m₄`,
and `m₂ ≥ 0` is positive exactly when a species of positive probability has nonzero energy. -/
theorem excess_over_vca (hm : moment μ 1 = 0) (T : Matrix n n ℂ) (hT : T.IsHermitian)
    (o : n) (h0 : T o o = 0) :
    avg μ (fun c => ham μ T c o o) = vca μ T o o ∧
    avg μ (fun c => (ham μ T c ^ 2) o o) - (vca μ T ^ 2) o o = moment μ 2 ∧
    avg μ (fun c => (ham μ T c ^ 4) o o) - (vca μ T ^ 4) o o
      = ((4 * moment μ 2 * ∑ j, ‖T o j‖ ^ 2 + moment μ 4 : ℝ) : ℂ) ∧
    0 ≤ moment μ 2 ∧ (0 < moment μ 2 ↔ ∃ s, 0 < μ.prob s ∧ μ.value s ≠ 0) := by
  have hv : vca μ T = T := by simp [vca, hm]
  obtain ⟨h2, -, h4⟩ := exact_low_moments μ hm T o h0
  have hT2 : (T ^ 2) o o = ((∑ j, ‖T o j‖ ^ 2 : ℝ) : ℂ) := by
    rw [pow_two, Matrix.mul_apply, Complex.ofReal_sum]
    refine Finset.sum_congr rfl fun j _ => ?_
    rw [← hT.apply j o, Complex.star_def, Complex.mul_conj, Complex.normSq_eq_norm_sq]
  have hnn : ∀ s, 0 ≤ μ.prob s * μ.value s ^ 2 :=
    fun s => mul_nonneg (μ.prob_nonneg s) (sq_nonneg _)
  refine ⟨(avg_poly μ hm o (T o o) 1 0 0 0 (fun _ => 0) (fun _ => 0) (fun _ => 0) _
    fun c => ?_).trans ?_, ?_, ?_, Finset.sum_nonneg fun s _ => hnn s, ?_, ?_⟩
  · simp [ham]
  · simp [hv]
  · rw [h2, hv]; ring
  · rw [h4, hv, hT2]; push_cast; ring
  · intro hpos
    by_contra hne
    have hz : moment μ 2 = 0 := Finset.sum_eq_zero fun s _ => by
      rcases (μ.prob_nonneg s).eq_or_lt with h | h
      · rw [← h, zero_mul]
      · have hs : μ.value s = 0 := by
          by_contra hs
          exact hne ⟨s, h, hs⟩
        simp [hs]
    exact hpos.ne' hz
  · rintro ⟨s, hp, hs⟩
    exact Finset.sum_pos' (fun s _ => hnn s) ⟨s, Finset.mem_univ s, by positivity⟩
```

A concrete case is the equiatomic alloy with energies $\pm\Delta$, for which $m_1 = 0$, $m_2 = \Delta^2$, $m_4 = \Delta^4$, placed on two sites 0 and 1 with real hopping $t$.

```lean
/-- Equiatomic binary alloy with site energies `±Δ`. -/
def binary (Δ : ℝ) : SiteDisorder Bool where
  value b := if b then Δ else -Δ
  prob _ := 1 / 2
  prob_nonneg _ := by norm_num
  prob_sum := by simp

/-- Hopping matrix of two sites coupled by a real amplitude `t`. -/
def dimer (t : ℝ) : Matrix (Fin 2) (Fin 2) ℂ := !![0, t; t, 0]
```

Here $(T^2)_{00} = t^2$ and $(T^4)_{00} = t^4$, so `exact_low_moments` gives $t^4 + 4\Delta^2t^2 + \Delta^4$. Direct squaring agrees: $(H^4)_{00} = (e_0^2 + t^2)^2 + t^2(e_0 + e_1)^2$, where $e_0^2 = \Delta^2$ and $\langle(e_0+e_1)^2\rangle = 2\Delta^2$.

```lean
/-- The binary alloy on a dimer has zero mean energy and Hermitian hopping with `T₀₀ = 0`,
and its averaged fourth moment is `t⁴ + 4 Δ² t² + Δ⁴`. -/
theorem binary_dimer_witness (Δ t : ℝ) :
    moment (binary Δ) 1 = 0 ∧ (dimer t).IsHermitian ∧ dimer t 0 0 = 0 ∧
    avg (binary Δ) (fun c => (ham (binary Δ) (dimer t) c ^ 4) 0 0)
      = (t : ℂ) ^ 4 + 4 * (Δ : ℂ) ^ 2 * (t : ℂ) ^ 2 + (Δ : ℂ) ^ 4 := by
  have m1 : moment (binary Δ) 1 = 0 := by simp [moment, binary]
  have m2 : moment (binary Δ) 2 = Δ ^ 2 := by simp [moment, binary]
  have m4 : moment (binary Δ) 4 = Δ ^ 4 := by
    simp [moment, binary]
    ring
  have h0 : dimer t 0 0 = 0 := by simp [dimer]
  have t2 : (dimer t ^ 2) 0 0 = (t : ℂ) ^ 2 := by
    simp [dimer, pow_succ, Matrix.mul_apply, Fin.sum_univ_two]
  have t4 : (dimer t ^ 4) 0 0 = (t : ℂ) ^ 4 := by
    simp [dimer, pow_succ, Matrix.mul_apply, Fin.sum_univ_two]
  refine ⟨m1, ?_, h0, ?_⟩
  · ext i j
    fin_cases i <;> fin_cases j <;> simp [dimer, Matrix.conjTranspose_apply]
  · rw [(exact_low_moments (binary Δ) m1 (dimer t) 0 h0).2.2, m2, m4, t2, t4]
    push_cast; ring

end

end AlloyMoments
```

```lean
#print axioms AlloyMoments.exact_low_moments
#print axioms AlloyMoments.excess_over_vca
```

```
'AlloyMoments.exact_low_moments' depends on axioms: [propext, Classical.choice, Quot.sound]
'AlloyMoments.excess_over_vca' depends on axioms: [propext, Classical.choice, Quot.sound]
```

## Use in a calculation, and a nonzero mean

The remarks below rest on ordinary algebra and were not put through Lean. A tight-binding code can obtain the local moments up to the fourth from two matrix-vector products. With $\psi_0$ the unit vector at site $o$, $\psi_1 = H\psi_0$ and $\psi_2 = H\psi_1$, Hermitian $H$ gives $(H^2)_{oo} = \psi_1^\dagger\psi_1$, $(H^3)_{oo} = \psi_1^\dagger\psi_2$ and $(H^4)_{oo} = \psi_2^\dagger\psi_2$. The mean of these numbers over configurations in which the species of each site is drawn independently with the probabilities $p(s)$ has the formulas above as its expectation value, and a weighted sum over all configurations of a small cluster reproduces them up to rounding.

For $m_1 \ne 0$ write $H = V + \mathrm{diag}(e_i - m_1)$ with $V = T + m_1\mathbf 1$ the virtual crystal. The shifted energies have zero mean, so the formulas with the diagonal entry kept apply, with $V$ in place of $T$ and the central moments $\langle(e_i - m_1)^k\rangle$ in place of $m_k$. At second order this gives $\langle(H^2)_{oo}\rangle = (V^2)_{oo} + m_2 - m_1^2$, so the excess over the virtual crystal is the variance of the site energy.
